# In a finite honeycomb fragment, peaks minus valleys equals the colour difference

Try to draw alternating double bonds in phenalenyl, three hexagons sharing one carbon, and an atom is always left over. Thirteen atoms cannot be split into pairs, so no drawing can succeed. A count of peaks and valleys along the outline gives the same verdict and also excludes such a drawing in any even fragment where the two numbers differ. It further gives a lower bound on the number of nonbonding orbitals in the non-interacting, nearest-neighbour Hückel model with equal Coulomb integrals.

## Counting along one bond direction

Colour the honeycomb sites 0 and 1 so that every bond joins opposite colours, and label each site by its colour and an integer cell \((x,y)\). The site \((0,x,y)\) has neighbours \((1,x,y)\), \((1,x-1,y)\) and \((1,x,y-1)\), along directions 0, 1 and 2.

Let \(S\) be a finite set of sites and fix a direction \(d\). Of the \(n_c\) sites of colour \(c\), let \(p_c\) have their partner along \(d\) in \(S\), and let \(u_c\) lack it. Draw the \(d\)-bonds vertically with colour 0 at the lower end: the \(u_0\) sites are peaks and the \(u_1\) sites are valleys.

Going to the partner and back returns to the start, so the paired sites of the two colours match one to one and \(p_0=p_1\). Since \(n_c=p_c+u_c\),
\[
n_0-n_1=(p_0+u_0)-(p_1+u_1)=u_0-u_1 .
\]

A Kekulé structure pairs all sites of \(S\) along bonds. It therefore matches colour 0 with colour 1, which gives \(n_0=n_1\) and \(u_0=u_1\).

For the orbitals, let \(H_{su}=\beta_{su}\) on bonds and zero elsewhere, and let \(\psi\) be a vector of real orbital coefficients. The \(\beta_{su}\) are the resonance integrals, energies are measured from the common Coulomb integral, and a nonbonding orbital is a non-zero solution of \(H\psi=0\). Impose \(\psi_s=0\) and \((H\psi)_s=0\) at every site of colour \(c\). These \(2n_c\) linear conditions leave a space of dimension at least \(n_0+n_1-2n_c\). At a site \(s\) of the other colour, every neighbour \(u\) has colour \(c\), so
\[
(H\psi)_s=\sum_u H_{su}\psi_u=0 .
\]
Hence \(H\psi=0\) everywhere. Taking \(c=0\) and \(c=1\) in turn gives
\[
\dim\ker H\ge |n_0-n_1|=|u_0-u_1| .
\]

The smallest non-empty case is a single colour-0 site: one peak, no valley and one nonbonding orbital, so the bound is attained. Two distant sites of opposite colour have one peak and one valley but no Kekulé structure, so equal counts do not guarantee one.

## Sites, bonds and the Hückel matrix in Lean

```lean
import Mathlib

open Matrix

namespace BenzenoidPeaksValleys

noncomputable section
```

The colour is a Boolean, with `false` for 0 and `true` for 1.

```lean
/-- A honeycomb site: its colour (`false` is colour 0, `true` is colour 1) and its unit cell. -/
abbrev Site := Bool × ℤ × ℤ

/-- The change of unit cell on going from a colour-0 site to its neighbour along each of the
three bond directions. -/
def offset : Fin 3 → ℤ × ℤ := ![(0, 0), (-1, 0), (0, -1)]
```

`partner` flips the colour and adds or subtracts the offset, depending on the starting colour.

```lean
/-- The neighbour of a site along bond direction `d`. -/
def partner (d : Fin 3) (s : Site) : Site :=
  (!s.1, if s.1 then s.2 - offset d else s.2 + offset d)

/-- Two sites are bonded when they are neighbours along one of the three directions. -/
abbrev Bonded (s u : Site) : Prop := ∃ d : Fin 3, u = partner d s
```

The next three sets have sizes \(n_c\), \(p_c\) and \(u_c\). `S` may be any finite set of sites; it need not be connected or made of complete hexagons.

```lean
/-- The sites of `S` with colour `c`. -/
def ofColour (S : Finset Site) (c : Bool) : Finset Site := S.filter (fun s => s.1 = c)

/-- The sites of colour `c` whose partner along `d` is present in `S`. -/
def paired (S : Finset Site) (d : Fin 3) (c : Bool) : Finset Site :=
  S.filter (fun s => s.1 = c ∧ partner d s ∈ S)

/-- The sites of colour `c` whose partner along `d` is absent from `S`: the peaks for colour 0,
the valleys for colour 1. -/
def unpaired (S : Finset Site) (d : Fin 3) (c : Bool) : Finset Site :=
  S.filter (fun s => s.1 = c ∧ partner d s ∉ S)
```

`K s` is the atom that shares a double bond with `s`. Only its values on `S` are constrained.

```lean
/-- A Kekulé structure: every site of `S` shares a double bond with exactly one bonded
neighbour `K s` in `S`. -/
def IsKekule (S : Finset Site) (K : Site → Site) : Prop :=
  ∀ s ∈ S, K s ∈ S ∧ Bonded s (K s) ∧ K (K s) = s
```

The zero diagonal means that all atoms have the same Coulomb integral, taken as the zero of energy; a heteroatom would generally violate this. The resonance integrals `β` may vary from bond to bond. They need not be symmetric, although the physical Hückel matrix is.

```lean
/-- The Hückel matrix of `S` with resonance integrals `β`, energies being measured from the
Coulomb integral of carbon. -/
def huckel (S : Finset Site) (β : Site → Site → ℝ) : Matrix S S ℝ :=
  Matrix.of fun s u => if Bonded s.1 u.1 then β s.1 u.1 else 0
```

## The rule and its consequence for Kekulé structures

The partner map undoes itself, which makes it a bijection between the paired sites of the two colours.

```lean
/-- Following the same bond direction twice leads back to the starting site. -/
theorem partner_partner (d : Fin 3) (s : Site) : partner d (partner d s) = s := by
  rcases s with ⟨c, r⟩
  cases c <;> simp [partner]

/-- Along each bond direction, as many colour-0 sites as colour-1 sites have their partner
in `S`. -/
theorem card_paired (S : Finset Site) (d : Fin 3) :
    (paired S d false).card = (paired S d true).card := by
  apply Finset.card_bij' (fun s _ => partner d s) (fun s _ => partner d s)
  · intro s hs
    simp only [paired, Finset.mem_filter] at hs ⊢
    exact ⟨hs.2.2, by simp [partner, hs.2.1], by rw [partner_partner]; exact hs.1⟩
  · intro s hs
    simp only [paired, Finset.mem_filter] at hs ⊢
    exact ⟨hs.2.2, by simp [partner, hs.2.1], by rw [partner_partner]; exact hs.1⟩
  · intro s _
    exact partner_partner d s
  · intro s _
    exact partner_partner d s
```

The split \(n_c=p_c+u_c\) is checked site by site.

```lean
/-- Each colour class consists of its paired and its unpaired sites. -/
theorem card_ofColour (S : Finset Site) (d : Fin 3) (c : Bool) :
    (ofColour S c).card = (paired S d c).card + (unpaired S d c).card := by
  simp only [ofColour, paired, unpaired, Finset.card_filter]
  rw [← Finset.sum_add_distrib]
  apply Finset.sum_congr rfl
  intro s _
  by_cases h1 : s.1 = c <;> by_cases h2 : partner d s ∈ S <;> simp [h1, h2]
```

`omega` then performs the subtraction.

```lean
/-- **Peaks-minus-valleys rule.** For every finite set of honeycomb sites and every bond
direction, the difference of the two colour counts is the number of peaks minus the number
of valleys. -/
theorem peaks_minus_valleys (S : Finset Site) (d : Fin 3) :
    ((ofColour S false).card : ℤ) - (ofColour S true).card
      = (unpaired S d false).card - (unpaired S d true).card := by
  have h0 := card_ofColour S d false
  have h1 := card_ofColour S d true
  have h2 := card_paired S d
  omega
```

For a Kekulé structure, `flip` records that `K` reverses colour, and `hcard` uses `K` as its own inverse to obtain \(n_0=n_1\).

```lean
/-- A benzenoid with a Kekulé structure has as many peaks as valleys, along every bond
direction. -/
theorem peaks_eq_valleys_of_kekule (S : Finset Site) (K : Site → Site) (hK : IsKekule S K)
    (d : Fin 3) : (unpaired S d false).card = (unpaired S d true).card := by
  -- double bonds join sites of opposite colour
  have flip : ∀ s ∈ S, (K s).1 = !s.1 := by
    intro s hs
    obtain ⟨e, he⟩ := (hK s hs).2.1
    rw [he]
    rfl
  have hcard : (ofColour S false).card = (ofColour S true).card := by
    apply Finset.card_bij' (fun s _ => K s) (fun s _ => K s)
    · intro s hs
      simp only [ofColour, Finset.mem_filter] at hs ⊢
      exact ⟨(hK s hs.1).1, by rw [flip s hs.1, hs.2]; rfl⟩
    · intro s hs
      simp only [ofColour, Finset.mem_filter] at hs ⊢
      exact ⟨(hK s hs.1).1, by rw [flip s hs.1, hs.2]; rfl⟩
    · intro s hs
      exact (hK s (Finset.mem_filter.mp hs).1).2.2
    · intro s hs
      exact (hK s (Finset.mem_filter.mp hs).1).2.2
  have h := peaks_minus_valleys S d
  omega
```

Benzene supplies an explicit Kekulé structure, verified by finite evaluation.

```lean
/-- The six sites of benzene. -/
def benzene : Finset Site :=
  {(false, 0, 0), (true, 0, 0), (false, 0, 1), (true, -1, 1), (false, -1, 1), (true, -1, 0)}

/-- An assignment of double bonds in benzene, one along each bond direction. -/
def benzeneBonds (s : Site) : Site :=
  if s.2 = (0, 0) then partner 0 s
  else if s = (false, 0, 1) ∨ s = (true, -1, 1) then partner 1 s
  else partner 2 s

/-- The assignment `benzeneBonds` is a Kekulé structure of benzene. -/
theorem benzene_witness : IsKekule benzene benzeneBonds := by
  unfold IsKekule
  decide +kernel
```

## Nonbonding orbitals

The map `Φ` sends \(\psi\) to the values of \(\psi\) and \(H\psi\) on colour `c`. `hker` is the neighbour argument: whatever `Φ` annihilates, \(H\) annihilates too. Rank-nullity (`r1`), the bound \(2n_c\) on the rank (`r2`) and the inclusion of kernels (`r3`) complete the count.

```lean
/-- The number of sites is at most twice the number of sites of one colour plus the number of
independent nonbonding Hückel orbitals. -/
theorem card_le_nonbonding (S : Finset Site) (β : Site → Site → ℝ) (c : Bool) :
    S.card ≤ 2 * (ofColour S c).card
      + Module.finrank ℝ (LinearMap.ker (huckel S β).mulVecLin) := by
  let i : ofColour S c → S := fun b => ⟨b.1, (Finset.mem_filter.mp b.2).1⟩
  -- record the orbital and its Hückel image on the sites of colour c
  let Φ : (S → ℝ) →ₗ[ℝ] (ofColour S c → ℝ) × (ofColour S c → ℝ) :=
    (LinearMap.funLeft ℝ ℝ i).prod ((LinearMap.funLeft ℝ ℝ i).comp (huckel S β).mulVecLin)
  have hker : LinearMap.ker Φ ≤ LinearMap.ker (huckel S β).mulVecLin := by
    intro ψ hψ
    have h : Φ ψ = 0 := LinearMap.mem_ker.mp hψ
    have h1 : ∀ s : S, s.1.1 = c → ψ s = 0 := fun s hs =>
      congrFun (congrArg Prod.fst h) ⟨s.1, Finset.mem_filter.mpr ⟨s.2, hs⟩⟩
    have h2 : ∀ s : S, s.1.1 = c → (huckel S β).mulVecLin ψ s = 0 := fun s hs =>
      congrFun (congrArg Prod.snd h) ⟨s.1, Finset.mem_filter.mpr ⟨s.2, hs⟩⟩
    apply LinearMap.mem_ker.mpr
    funext s
    by_cases hs : s.1.1 = c
    · exact h2 s hs
    · -- all neighbours of s have colour c, where the orbital vanishes
      change ∑ u, huckel S β s u * ψ u = 0
      apply Finset.sum_eq_zero
      intro u _
      by_cases hb : Bonded s.1 u.1
      · have key : ∀ a b : Bool, a ≠ b → (!a) = b := by decide
        have hu : u.1.1 = c := by
          obtain ⟨d, hd⟩ := hb
          rw [hd]
          exact key _ _ hs
        rw [h1 u hu, mul_zero]
      · have hz : huckel S β s u = 0 := if_neg hb
        rw [hz, zero_mul]
  have r1 := LinearMap.finrank_range_add_finrank_ker Φ
  have r2 := Submodule.finrank_le (LinearMap.range Φ)
  have r3 := Submodule.finrank_mono hker
  rw [Module.finrank_fintype_fun_eq_card, Fintype.card_coe] at r1
  rw [Module.finrank_prod, Module.finrank_fintype_fun_eq_card, Fintype.card_coe] at r2
  omega
```

Using both colours produces the absolute value.

```lean
/-- The number of independent nonbonding Hückel orbitals is at least the absolute difference
between the numbers of peaks and valleys, for any resonance integrals. -/
theorem nonbonding_ge_peaks_minus_valleys (S : Finset Site) (β : Site → Site → ℝ)
    (d : Fin 3) :
    |((unpaired S d false).card : ℤ) - (unpaired S d true).card|
      ≤ Module.finrank ℝ (LinearMap.ker (huckel S β).mulVecLin) := by
  have hS : S.card = (ofColour S false).card + (ofColour S true).card := by
    rw [Finset.card_eq_sum_ones S]
    simp only [ofColour, Finset.card_filter]
    rw [← Finset.sum_add_distrib]
    apply Finset.sum_congr rfl
    intro s _
    cases h : s.1 <;> simp
  have h0 := card_le_nonbonding S β false
  have h1 := card_le_nonbonding S β true
  rw [← peaks_minus_valleys S d, abs_le]
  constructor <;> omega
```

In a numerical calculation with the matrix above (nearest-neighbour bonds only, zero diagonal) and symmetric resonance integrals, the peaks and valleys come from one set lookup per site. After diagonalisation, at least \(|u_0-u_1|\) eigenvalues should vanish to rounding accuracy. Fewer mean that there is a mistake in the matrix, the count or the diagonalisation; finding enough of them does not show that the matrix is right.

## Phenalenyl

Evaluation finds two peaks and one valley along direction 0. The two general theorems then exclude every Kekulé structure and give at least one nonbonding orbital. The statement concerns orbitals of a one-electron matrix; it does not address their occupation or the spin of the ground state.

```lean
/-- The thirteen sites of phenalenyl, three hexagons sharing one site. -/
def phenalenyl : Finset Site :=
  {(false, 0, 0), (false, 1, 0), (false, 0, 1), (false, -1, 0), (false, -1, 1),
   (false, 0, -1), (false, 1, -1), (true, 0, 0), (true, -1, 0), (true, 0, -1),
   (true, -1, 1), (true, 1, -1), (true, -1, -1)}

/-- Phenalenyl has two peaks and one valley along direction 0, no Kekulé structure, and at
least one nonbonding Hückel orbital for any resonance integrals. -/
theorem phenalenyl_radical (β : Site → Site → ℝ) :
    (unpaired phenalenyl 0 false).card = 2 ∧ (unpaired phenalenyl 0 true).card = 1 ∧
    (∀ K, ¬ IsKekule phenalenyl K) ∧
    1 ≤ Module.finrank ℝ (LinearMap.ker (huckel phenalenyl β).mulVecLin) := by
  have h1 : (unpaired phenalenyl 0 false).card = 2 := by decide +kernel
  have h2 : (unpaired phenalenyl 0 true).card = 1 := by decide +kernel
  refine ⟨h1, h2, ?_, ?_⟩
  · intro K hK
    have h := peaks_eq_valleys_of_kekule phenalenyl K hK 0
    omega
  · have h3 := (le_abs_self _).trans (nonbonding_ge_peaks_minus_valleys phenalenyl β 0)
    rw [h1, h2] at h3
    omega

end

end BenzenoidPeaksValleys
```

```lean
#print axioms BenzenoidPeaksValleys.peaks_minus_valleys
#print axioms BenzenoidPeaksValleys.phenalenyl_radical
```

```
'BenzenoidPeaksValleys.peaks_minus_valleys' depends on axioms: [propext, Classical.choice, Quot.sound]
'BenzenoidPeaksValleys.phenalenyl_radical' depends on axioms: [propext, Classical.choice, Quot.sound]
```
